# Averaging over random signs of fermionic modes keeps the blocks with fixed occupations

A fermionic mode can be modelled by operators on Fock space or by symbols that obey the anticommutation relations. Here the second choice is made: the operators are elements of an arbitrary complex algebra, with no Hilbert space and no adjoint. Results then hold in every representation, including one where the algebra also describes other degrees of freedom.

## Modes, signs and occupation patterns

```lean
import Mathlib

open Finset

namespace FermionSignDephasing

noncomputable section

variable {A : Type*} [Ring A] {M : ℕ}
```

`A` is a ring whose multiplication need not commute, and `M` is the number of modes. Theorems that need complex scalars add `[Algebra ℂ A]`.

```lean
/-- The canonical anticommutation relations for annihilators `a p` and creators `c p`. -/
structure IsCAR (a c : Fin M → A) : Prop where
  aa : ∀ p q, a p * a q + a q * a p = 0
  cc : ∀ p q, c p * c q + c q * c p = 0
  ac : ∀ p q, a p * c q + c q * a p = if p = q then 1 else 0
```

`Fin M` labels the modes $0,\dots,M-1$. A proof of `IsCAR a c` supplies
$$\{a_p,a_q\}=0,\qquad \{c_p,c_q\}=0,\qquad \{a_p,c_q\}=\delta_{pq}.$$
Here $c_p$ plays the part of $a_p^\dagger$, but only these relations are assumed.

```lean
/-- The occupation number operator of each mode. -/
def numberOp (a c : Fin M → A) (p : Fin M) : A := c p * a p
```

This is $n_p=c_pa_p$.

```lean
/-- The product of the signs `1 - 2 n_p` over the modes selected by the bit string `s`. -/
def signOp (n : Fin M → A) (s : Fin M → Bool) : A :=
  (List.ofFn fun p => if s p then 1 - 2 * n p else 1).prod
```

A subset $S$ of modes is encoded as a bit string $s$, with `true` for members. Then $U_s=\prod_{p:\,s_p=1}(1-2n_p)$, multiplied in mode order.

```lean
/-- The product of `n_p` over the occupied modes and `1 - n_p` over the empty modes of `s`. -/
def occProj (n : Fin M → A) (s : Fin M → Bool) : A :=
  (List.ofFn fun p => if s p then n p else 1 - n p).prod
```

Likewise, $P_s$ has a factor $n_p$ for each occupied mode and $1-n_p$ for each empty one.

```lean
/-- The average of `signOp n s * X * signOp n s` over all `2^M` bit strings `s`. -/
def dephase [Algebra ℂ A] (n : Fin M → A) (X : A) : A :=
  ((2 : ℂ) ^ M)⁻¹ • ∑ s, signOp n s * X * signOp n s
```

This is $D(X)=2^{-M}\sum_s U_sXU_s$, where `•` multiplies by a scalar. Under the CAR $U_s^2=1$, so each term is a conjugation.

## Commuting occupation numbers

```lean
/-- A sum over bit strings splits according to the bit of the first mode. -/
theorem sum_bits (F : (Fin (M + 1) → Bool) → A) :
    ∑ s, F s = ∑ s : Fin M → Bool, (F (Fin.cons true s) + F (Fin.cons false s)) := by
  let e : Bool × (Fin M → Bool) ≃ (Fin (M + 1) → Bool) :=
    { toFun := fun x => Fin.cons x.1 x.2
      invFun := fun s => (s 0, fun i => s i.succ)
      left_inv := fun _ => rfl
      right_inv := fun s => by
        funext i
        refine Fin.cases ?_ (fun j => ?_) i <;> rfl }
  rw [← e.sum_comp F, Fintype.sum_prod_type, Fintype.sum_bool, ← Finset.sum_add_distrib]
  rfl
```

A sum over strings of $M+1$ bits is split by its first bit; `Fin.cons true s` puts a 1 in front of $s$. This prepares the inductions on the number of modes.

```lean
/-- What commutes with every `n p` commutes with every product `signOp n s` and every product
`occProj n s`. -/
theorem commute_products (n : Fin M → A) (y : A) (h : ∀ p, Commute y (n p))
    (s : Fin M → Bool) : Commute y (signOp n s) ∧ Commute y (occProj n s) := by
  constructor
  · apply Commute.list_prod_right
    intro z hz
    rw [List.mem_ofFn] at hz
    obtain ⟨p, rfl⟩ := hz
    split_ifs
    · exact (Commute.one_right y).sub_right (by rw [two_mul]; exact (h p).add_right (h p))
    · exact Commute.one_right y
  · apply Commute.list_prod_right
    intro z hz
    rw [List.mem_ofFn] at hz
    obtain ⟨p, rfl⟩ := hz
    split_ifs
    · exact h p
    · exact (Commute.one_right y).sub_right (h p)
```

`Commute y z` means $yz=zy$. If $y$ commutes with every $n_p$, it commutes with each factor of $U_s$ and $P_s$, hence with the products.

```lean
/-- The occupation numbers of CAR modes are idempotent and commute with each other. -/
theorem numberOp_idem_commute [Algebra ℂ A] {a c : Fin M → A} (h : IsCAR a c) :
    (∀ p, numberOp a c p * numberOp a c p = numberOp a c p) ∧
      ∀ p q, Commute (numberOp a c p) (numberOp a c q) := by
  constructor
  · intro p
    have h0 : a p * a p = 0 := by
      calc a p * a p = (1 / 2 : ℂ) • (a p * a p + a p * a p) := by module
        _ = 0 := by rw [h.aa, smul_zero]
    calc c p * a p * (c p * a p)
        = c p * (a p * c p + c p * a p) * a p - c p * c p * (a p * a p) := by noncomm_ring
      _ = c p * a p := by rw [h.ac, h0, if_pos rfl]; simp
  · intro p q
    by_cases hpq : p = q
    · rw [hpq]
    · -- move one pair through the other, collecting anticommutators
      calc c p * a p * (c q * a q)
          = c p * (a p * c q + c q * a p) * a q - c p * c q * (a p * a q + a q * a p)
            + (c p * c q + c q * c p) * a q * a p - c q * (a q * c p + c p * a q) * a p
            + c q * a q * (c p * a p) := by noncomm_ring
        _ = c q * a q * (c p * a p) := by
          rw [h.ac p q, h.aa p q, h.cc p q, h.ac q p, if_neg hpq, if_neg (Ne.symm hpq)]
          simp
```

From $2a_p^2=0$ we get $a_p^2=0$, so
$$n_p^2=c_p(1-c_pa_p)a_p=n_p-c_p^2a_p^2=n_p.$$
For $p\ne q$, four anticommutations give
$$c_pa_pc_qa_q=-c_pc_qa_pa_q=c_pc_qa_qa_p=-c_qc_pa_qa_p=c_qa_qc_pa_p.$$
In Lean, `noncomm_ring` rearranges the products so that the anticommutators appear, and `rw` replaces them by their values.

## From signs to projectors

```lean
/-- For commuting `n_p`, the sum of `U_s X U_s` over all bit strings `s` is `2^M` times the sum of
`P_s X P_s`. -/
theorem sum_signOp_conj [Algebra ℂ A] (n : Fin M → A) (hc : ∀ p q, Commute (n p) (n q)) (X : A) :
    ∑ s, signOp n s * X * signOp n s
      = (2 : ℂ) ^ M • ∑ s, occProj n s * X * occProj n s := by
  induction M with
  | zero => simp [signOp, occProj]
  | succ M ih =>
    have ih' := ih (fun i => n i.succ) (fun p q => hc p.succ q.succ)
    have conj : ∀ u v : A, Commute v u → u * v * X * (u * v) = u * (v * X * v) * u := by
      intro u v k
      have k' : u * v * X * (u * v) = u * v * X * (v * u) := by rw [k.eq]
      rw [k']
      simp only [mul_assoc]
    have hU : ∀ s : Fin M → Bool,
        signOp n (Fin.cons true s) * X * signOp n (Fin.cons true s)
          + signOp n (Fin.cons false s) * X * signOp n (Fin.cons false s)
        = (1 - 2 * n 0) * (signOp (fun i => n i.succ) s * X * signOp (fun i => n i.succ) s)
            * (1 - 2 * n 0)
          + signOp (fun i => n i.succ) s * X * signOp (fun i => n i.succ) s := by
      intro s
      have k := (commute_products (fun i => n i.succ) (n 0) (fun p => hc 0 p.succ) s).1.symm
      have e1 : signOp n (Fin.cons true s)
          = (1 - 2 * n 0) * signOp (fun i => n i.succ) s := by simp [signOp, List.ofFn_succ]
      have e2 : signOp n (Fin.cons false s) = signOp (fun i => n i.succ) s := by
        simp [signOp, List.ofFn_succ]
      rw [e1, e2, conj _ _ ((Commute.one_right _).sub_right
        (by rw [two_mul]; exact k.add_right k))]
    have hP : ∀ s : Fin M → Bool,
        occProj n (Fin.cons true s) * X * occProj n (Fin.cons true s)
          + occProj n (Fin.cons false s) * X * occProj n (Fin.cons false s)
        = n 0 * (occProj (fun i => n i.succ) s * X * occProj (fun i => n i.succ) s) * n 0
          + (1 - n 0) * (occProj (fun i => n i.succ) s * X * occProj (fun i => n i.succ) s)
            * (1 - n 0) := by
      intro s
      have k := (commute_products (fun i => n i.succ) (n 0) (fun p => hc 0 p.succ) s).2.symm
      have e1 : occProj n (Fin.cons true s) = n 0 * occProj (fun i => n i.succ) s := by
        simp [occProj, List.ofFn_succ]
      have e2 : occProj n (Fin.cons false s) = (1 - n 0) * occProj (fun i => n i.succ) s := by
        simp [occProj, List.ofFn_succ]
      rw [e1, e2, conj _ _ k, conj _ _ ((Commute.one_right _).sub_right k)]
    -- the identity for a single mode
    have one : ∀ Y : A, (1 - 2 * n 0) * Y * (1 - 2 * n 0) + Y
        = (2 : ℂ) • (n 0 * Y * n 0 + (1 - n 0) * Y * (1 - n 0)) := by
      intro Y
      rw [two_smul]
      noncomm_ring
    rw [sum_bits, sum_bits]
    simp only [hU, hP, Finset.sum_add_distrib, ← Finset.sum_mul, ← Finset.mul_sum]
    rw [one, ih']
    simp only [mul_smul_comm, smul_mul_assoc, ← smul_add, smul_smul, pow_succ']
```

The claim is $\sum_sU_sXU_s=2^M\sum_sP_sXP_s$. For $M=0$ there is one empty string, and both sides are $X$.

For $M+1$ modes, let $U'_s,P'_s$ be the products without mode 0. The first bit contributes $1-2n_0$ or $1$ to the sign operator. Since $n_0$ commutes with $U'_s$, these factors can be moved outside. With $Y=\sum_sU'_sXU'_s$, the left side is
$$\begin{aligned}(1-2n_0)Y(1-2n_0)+Y&=2Y-2n_0Y-2Yn_0+4n_0Yn_0\\&=2\big[n_0Yn_0+(1-n_0)Y(1-n_0)\big].\end{aligned}$$
By induction $Y=2^M\sum_sP'_sXP'_s$. Moving the outer factors back inside produces the projectors for $M+1$ modes. In the code, `hU` and `hP` separate off mode 0, `one` is the displayed identity, and `ih'` is the induction hypothesis.

```lean
/-- An occupation projector absorbs `n_p` from either side if mode `p` is occupied in the
pattern, and is annihilated by it if the mode is empty. -/
theorem number_mul_occProj (n : Fin M → A) (hi : ∀ p, n p * n p = n p)
    (hc : ∀ p q, Commute (n p) (n q)) (p : Fin M) (s : Fin M → Bool) :
    n p * occProj n s = (if s p then occProj n s else 0) ∧
      occProj n s * n p = (if s p then occProj n s else 0) := by
  suffices key : n p * occProj n s = (if s p then occProj n s else 0) from
    ⟨key, by rw [← (commute_products n (n p) (hc p) s).2.eq]; exact key⟩
  induction M with
  | zero => exact p.elim0
  | succ M ih =>
    have e : occProj n s = (if s 0 then n 0 else 1 - n 0)
        * occProj (fun i => n i.succ) (fun i => s i.succ) := by
      simp [occProj, List.ofFn_succ]
    cases p using Fin.cases with
    | zero =>
      rw [e, ← mul_assoc]
      cases h0 : s 0 <;> simp [mul_sub, hi 0]
    | succ p =>
      have k : n p.succ * occProj (fun i => n i.succ) (fun i => s i.succ)
          = if s p.succ then occProj (fun i => n i.succ) (fun i => s i.succ) else 0 :=
        ih (fun i => n i.succ) (fun i => hi i.succ) (fun i j => hc i.succ j.succ) p
          (fun i => s i.succ)
      have hcom : Commute (n p.succ) (if s 0 then n 0 else 1 - n 0) := by
        split_ifs
        · exact hc _ _
        · exact (Commute.one_right _).sub_right (hc _ _)
      rw [e, ← mul_assoc, hcom.eq, mul_assoc, k, mul_ite, mul_zero]
```

With $s_p$ read as 0 or 1, this says $n_pP_s=P_sn_p=s_pP_s$ whenever the $n_p$ are idempotent and commute with each other, as they do under the CAR. Commute $n_p$ to its own factor, then use $n_p^2=n_p$ or $n_p(1-n_p)=0$. The proof reaches that factor by induction.

```lean
/-- The occupation projectors sum to one, are idempotent, and are mutually orthogonal. -/
theorem occProj_resolution (n : Fin M → A) (hi : ∀ p, n p * n p = n p)
    (hc : ∀ p q, Commute (n p) (n q)) :
    ∑ s, occProj n s = 1 ∧
      ∀ s t, occProj n s * occProj n t = if s = t then occProj n s else 0 := by
  have hsum : ∑ s, occProj n s = 1 := by
    clear hi hc
    induction M with
    | zero => simp [occProj]
    | succ M ih =>
      have e : ∀ s : Fin M → Bool, occProj n (Fin.cons true s) + occProj n (Fin.cons false s)
          = occProj (fun i => n i.succ) s := by
        intro s
        simp [occProj, List.ofFn_succ, sub_mul]
      rw [sum_bits]
      simp only [e]
      exact ih _
  -- two different patterns disagree on the occupation of some mode
  have hoff : ∀ s t, s ≠ t → occProj n s * occProj n t = 0 := by
    intro s t hst
    obtain ⟨p, hp⟩ := Function.ne_iff.mp hst
    have key := mul_assoc (occProj n s) (n p) (occProj n t)
    rw [(number_mul_occProj n hi hc p s).2, (number_mul_occProj n hi hc p t).1] at key
    cases hs : s p <;> cases ht : t p <;>
      first
      | exact absurd (hs.trans ht.symm) hp
      | simpa [hs, ht] using key
      | simpa [hs, ht] using key.symm
  refine ⟨hsum, fun s t => ?_⟩
  by_cases hst : s = t
  · subst hst
    rw [if_pos rfl]
    calc occProj n s * occProj n s = ∑ t, occProj n s * occProj n t :=
          (Finset.sum_eq_single s (fun t _ ht => hoff s t ht.symm) (by simp)).symm
      _ = occProj n s := by rw [← Finset.mul_sum, hsum, mul_one]
  · rw [if_neg hst, hoff s t hst]
```

Summing over the first bit gives $n_0+(1-n_0)=1$; repeating this yields $\sum_sP_s=1$. If $s$ and $t$ differ at mode $p$, then evaluating $P_sn_pP_t$ from the left and from the right gives $s_pP_sP_t=t_pP_sP_t$, so $P_sP_t=0$. Finally $P_s=P_s\sum_tP_t=P_s^2$.

```lean
/-- Averaging any element over random signs of the CAR modes gives the sum of its diagonal
blocks `P_s X P_s` over all occupation patterns. -/
theorem dephase_eq_sum_occProj [Algebra ℂ A] {a c : Fin M → A} (h : IsCAR a c) (X : A) :
    dephase (numberOp a c) X
      = ∑ s, occProj (numberOp a c) s * X * occProj (numberOp a c) s := by
  have h2 : (2 : ℂ) ^ M ≠ 0 := pow_ne_zero _ two_ne_zero
  rw [dephase, sum_signOp_conj _ (numberOp_idem_commute h).2, smul_smul,
    inv_mul_cancel₀ h2, one_smul]
```

Dividing the summed identity by $2^M$ gives the main result:
$$2^{-M}\sum_sU_sXU_s=\sum_sP_sXP_s.$$
If $X$ is a density operator on the Fock space of $M$ orthonormal spin orbitals, and each spin orbital independently gets the sign $+1$ or $-1$ with probability $1/2$, this describes complete loss of coherence between the Slater determinants built from these spin orbitals.

## What survives and what vanishes

```lean
/-- An element is unchanged by random-sign dephasing exactly when it commutes with every
occupation number. -/
theorem dephase_eq_self_iff [Algebra ℂ A] {a c : Fin M → A} (h : IsCAR a c) (X : A) :
    dephase (numberOp a c) X = X ↔ ∀ p, Commute (numberOp a c p) X := by
  obtain ⟨hi, hc⟩ := numberOp_idem_commute h
  rw [dephase_eq_sum_occProj h]
  constructor
  · intro hX p
    have key : numberOp a c p * (∑ s, occProj (numberOp a c) s * X * occProj (numberOp a c) s)
        = (∑ s, occProj (numberOp a c) s * X * occProj (numberOp a c) s)
          * numberOp a c p := by
      rw [Finset.mul_sum, Finset.sum_mul]
      refine Finset.sum_congr rfl fun s _ => ?_
      obtain ⟨hl, hr⟩ := number_mul_occProj _ hi hc p s
      rw [← mul_assoc, ← mul_assoc, hl, mul_assoc _ _ (numberOp a c p), hr]
      split_ifs <;> simp
    rw [hX] at key
    exact key
  · intro hX
    obtain ⟨hsum, hmul⟩ := occProj_resolution _ hi hc
    have e : ∀ s, occProj (numberOp a c) s * X * occProj (numberOp a c) s
        = X * occProj (numberOp a c) s := by
      intro s
      rw [← (commute_products _ X (fun p => (hX p).symm) s).2.eq, mul_assoc, hmul, if_pos rfl]
    simp only [e]
    rw [← Finset.mul_sum, hsum, mul_one]
```

Since $n_pP_sXP_s=s_pP_sXP_s=P_sXP_sn_p$, every dephased element commutes with $n_p$. If $D(X)=X$, so does $X$. Conversely, if $X$ commutes with all $n_p$, it commutes with $P_s$, and $\sum_sP_sXP_s=X\sum_sP_s^2=X$.

The CAR matter here. Take $M=1$, $A=\mathbb C$, $c_0=1$, $a_0=2$, so $n_0=2$. Everything commutes, yet $D(1)=(1+9)/2=5$.

```lean
/-- Random-sign dephasing sends the hopping operator between two different modes to zero. -/
theorem dephase_hopping [Algebra ℂ A] {a c : Fin M → A} (h : IsCAR a c) {p q : Fin M} (hpq : p ≠ q) :
    dephase (numberOp a c) (c p * a q) = 0 := by
  obtain ⟨hi, hc⟩ := numberOp_idem_commute h
  have h0 : c p * c p = 0 := by
    calc c p * c p = (1 / 2 : ℂ) • (c p * c p + c p * c p) := by module
      _ = 0 := by rw [h.cc, smul_zero]
  -- hopping into mode p leaves it occupied and requires it to be empty before
  have hl : numberOp a c p * (c p * a q) = c p * a q := by
    calc c p * a p * (c p * a q)
        = c p * (a p * c p + c p * a p) * a q - c p * c p * (a p * a q) := by noncomm_ring
      _ = c p * a q := by rw [h.ac, h0, if_pos rfl]; simp
  have hr : c p * a q * numberOp a c p = 0 := by
    calc c p * a q * (c p * a p)
        = c p * (a q * c p + c p * a q) * a p - c p * c p * (a q * a p) := by noncomm_ring
      _ = 0 := by rw [h.ac, h0, if_neg (Ne.symm hpq)]; simp
  rw [dephase_eq_sum_occProj h]
  refine Finset.sum_eq_zero fun s _ => ?_
  obtain ⟨kl, kr⟩ := number_mul_occProj _ hi hc p s
  cases hs : s p
  · have k : occProj (numberOp a c) s * numberOp a c p = 0 := by simpa [hs] using kr
    rw [← hl, ← mul_assoc, k, zero_mul, zero_mul]
  · have k : numberOp a c p * occProj (numberOp a c) s = occProj (numberOp a c) s := by
      simpa [hs] using kl
    calc occProj (numberOp a c) s * (c p * a q) * occProj (numberOp a c) s
        = occProj (numberOp a c) s * (c p * a q)
          * (numberOp a c p * occProj (numberOp a c) s) := by rw [k]
      _ = occProj (numberOp a c) s * (c p * a q * numberOp a c p)
          * occProj (numberOp a c) s := by simp only [mul_assoc]
      _ = 0 := by rw [hr, mul_zero, zero_mul]
```

For $p\ne q$, using $c_p^2=0$,
$$n_pc_pa_q=c_p(1-c_pa_p)a_q=c_pa_q,\qquad c_pa_qn_p=-c_p^2a_qa_p=0.$$
If $s_p=0$, then $P_sc_pa_q=P_sn_pc_pa_q=0$. If $s_p=1$, then $c_pa_qP_s=c_pa_qn_pP_s=0$. Every block vanishes. With $p=q$ the conclusion fails in Fock space, where $D(n_p)=n_p\ne0$.

## Two modes as matrices

```lean
/-- Jordan-Wigner annihilation matrices of two modes, with integer entries. -/
def jwInt : Fin 2 → Matrix (Fin 4) (Fin 4) ℤ :=
  ![!![0, 0, 1, 0; 0, 0, 0, 1; 0, 0, 0, 0; 0, 0, 0, 0],
    !![0, 1, 0, 0; 0, 0, 0, 0; 0, 0, 0, -1; 0, 0, 0, 0]]
```

In the basis $|00\rangle,|01\rangle,|10\rangle,|11\rangle$, ordered as $|n_0n_1\rangle$, these are $a_0$ and $a_1$. The entry $-1$ is the Jordan-Wigner sign for passing an occupied mode 0.

```lean
/-- The Jordan-Wigner annihilation matrices as complex matrices. -/
def jwAnn (p : Fin 2) : Matrix (Fin 4) (Fin 4) ℂ :=
  (Int.castRingHom ℂ).mapMatrix (jwInt p)
```

The integer entries are read as complex numbers.

```lean
/-- The Jordan-Wigner creation matrices, the transposes of the annihilation matrices. -/
def jwCre (p : Fin 2) : Matrix (Fin 4) (Fin 4) ℂ :=
  (Int.castRingHom ℂ).mapMatrix (jwInt p).transpose
```

The entries are real, so the transpose is the adjoint.

```lean
/-- The two-mode Jordan-Wigner matrices satisfy the canonical anticommutation relations. -/
theorem isCAR_witness : IsCAR jwAnn jwCre := by
  -- the relations are computed over the integers and then mapped to ℂ
  have haa : ∀ p q, jwInt p * jwInt q + jwInt q * jwInt p = 0 := by decide +kernel
  have hcc : ∀ p q, (jwInt p).transpose * (jwInt q).transpose
      + (jwInt q).transpose * (jwInt p).transpose = 0 := by decide +kernel
  have hac : ∀ p q, jwInt p * (jwInt q).transpose + (jwInt q).transpose * jwInt p
      = if p = q then 1 else 0 := by decide +kernel
  refine ⟨fun p q => ?_, fun p q => ?_, fun p q => ?_⟩
  · unfold jwAnn
    rw [← map_mul, ← map_mul, ← map_add, haa, map_zero]
  · unfold jwCre
    rw [← map_mul, ← map_mul, ← map_add, hcc, map_zero]
  · unfold jwAnn jwCre
    rw [← map_mul, ← map_mul, ← map_add, hac]
    split_ifs
    · exact map_one _
    · exact map_zero _

end

end FermionSignDephasing
```

These matrices satisfy `IsCAR`, which gives a concrete two-mode model of the assumptions. `decide +kernel` computes the finitely many integer matrix identities, and the ring map from $\mathbb Z$ to $\mathbb C$ carries them over.

```lean
#print axioms FermionSignDephasing.dephase_eq_sum_occProj
#print axioms FermionSignDephasing.dephase_eq_self_iff
#print axioms FermionSignDephasing.dephase_hopping
```

```
'FermionSignDephasing.dephase_eq_sum_occProj' depends on axioms: [propext, Classical.choice, Quot.sound]
'FermionSignDephasing.dephase_eq_self_iff' depends on axioms: [propext, Classical.choice, Quot.sound]
'FermionSignDephasing.dephase_hopping' depends on axioms: [propext, Classical.choice, Quot.sound]
```
